# For a positive definite matrix, the Hylleraas functional has a unique minimiser and an exactly quadratic error

The amplitudes here are complex, while the energy being minimised must be a real number, so the functional is defined with real parts. Let $n$ be a finite set of excitations, $t$ and $v$ vectors in $\mathbb C^n$, and $D$ a complex matrix indexed by $n$. With $\langle x,y\rangle=\sum_i \overline{x_i}\,y_i$, the functional is

$$J(t)=2\,\mathrm{Re}\langle t,v\rangle+\mathrm{Re}\langle t,Dt\rangle .$$

The vector $v$ holds the couplings of the reference state to the excitations, and $D$ is the matrix of zeroth-order excitation energies. When $D$, $v$ and $t$ are real, $J$ is the familiar real expression $2\langle t,v\rangle+\langle t,Dt\rangle$.

If $D$ is positive definite, then $t_0=-D^{-1}v$ is the only minimiser, and

$$J(t_0)=-\mathrm{Re}\langle v,D^{-1}v\rangle,\qquad J(t)-J(t_0)=\mathrm{Re}\langle t-t_0,\,D(t-t_0)\rangle\quad\text{for every }t.$$

Positive definiteness stands for a physical condition: every zeroth-order excitation, including every mixture of excitations, costs energy relative to the reference.

## Second-order energies from unconverged amplitudes

The PT2 term of a double-hybrid functional has the form $-\langle v,D^{-1}v\rangle$, up to the functional's scale factor, once spin and antisymmetry factors have been absorbed into $D$ and $v$. In canonical spin orbitals $D$ is diagonal and the term is an explicit sum over excitations. In localised orbitals $D$ has off-diagonal elements, and a code can solve $Dt+v=0$ iteratively.

For a fixed, finite, positive definite $D$, the error formula says what stopping early costs. The energy $J(t)$ lies above the converged value by an amount quadratic in the amplitude error. The shorter expression $\mathrm{Re}\langle t,v\rangle$ has the same value at $t_0$, but its error is linear in $t-t_0$ and can have either sign. With the residual $r=Dt+v$ already in memory, the estimate with the quadratic error takes at most one more inner product than the shorter expression:

$$J(t)=\mathrm{Re}\langle t,v\rangle+\mathrm{Re}\langle t,r\rangle .$$

## Derivation by expanding around the solution

**Symmetry.** Since $D$ is Hermitian, $\langle x,Dy\rangle=\overline{\langle y,Dx\rangle}$. Taking real parts gives $\mathrm{Re}\langle x,Dy\rangle=\mathrm{Re}\langle y,Dx\rangle$.

**Error formula.** Let $t_0$ solve $Dt_0+v=0$, so that $v=-Dt_0$. Then

$$J(t)=\mathrm{Re}\langle t,Dt\rangle-2\,\mathrm{Re}\langle t,Dt_0\rangle,\qquad J(t_0)=-\mathrm{Re}\langle t_0,Dt_0\rangle,$$

and therefore

$$J(t)-J(t_0)=\mathrm{Re}\langle t,Dt\rangle-2\,\mathrm{Re}\langle t,Dt_0\rangle+\mathrm{Re}\langle t_0,Dt_0\rangle .$$

Expanding $\mathrm{Re}\langle t-t_0,D(t-t_0)\rangle$ gives the same outer terms, with $-\mathrm{Re}\langle t,Dt_0\rangle-\mathrm{Re}\langle t_0,Dt\rangle$ in the middle. By symmetry these two are equal, so the expressions agree.

**Minimum and uniqueness.** If $D$ is positive definite, $Dx=0$ forces $\langle x,Dx\rangle=0$ and hence $x=0$. Thus $D$ is invertible and $t_0=-D^{-1}v$ solves the amplitude equation. Using $Dt_0=-v$,

$$J(t_0)=2\,\mathrm{Re}\langle t_0,v\rangle-\mathrm{Re}\langle t_0,v\rangle=\mathrm{Re}\langle v,t_0\rangle=-\mathrm{Re}\langle v,D^{-1}v\rangle .$$

For $t\neq t_0$ the right-hand side of the error formula is strictly positive, so $J(t)>J(t_0)$.

**Bound from one trial vector.** Take $x\neq0$ and set $a=\mathrm{Re}\langle x,v\rangle$ and $b=\mathrm{Re}\langle x,Dx\rangle>0$. For real $s$, $J(sx)=2sa+s^2b$. This is smallest at $s=-a/b$, where it equals $-a^2/b$. Since no value of $J$ lies below the minimum,

$$\frac{(\mathrm{Re}\langle x,v\rangle)^2}{\mathrm{Re}\langle x,Dx\rangle}\le\mathrm{Re}\langle v,D^{-1}v\rangle .$$

**Diagonal case.** Let $D$ be diagonal with real nonzero gaps $\Delta_i$. For each excitation,

$$2\,\mathrm{Re}(\overline{t_i}v_i)+\Delta_i|t_i|^2=-\frac{|v_i|^2}{\Delta_i}+\Delta_i\left|t_i+\frac{v_i}{\Delta_i}\right|^2 .$$

Summing over $i$ gives $J(t)$. If all gaps are positive, the squares contribute nonnegative amounts and vanish at $t_i=-v_i/\Delta_i$. The minimum is then the sum-over-states expression $-\sum_i|v_i|^2/\Delta_i$.

**Negative curvature.** If some $x$ has $b<0$, then $J(sx)=2sa+s^2b$ tends to $-\infty$ as $s$ grows, whatever $v$ is. A minimiser run on such a matrix has no lowest energy to find.

## Two coupled excitations in numbers

Take

$$D=\begin{pmatrix}2&i\\-i&2\end{pmatrix},\qquad v=\begin{pmatrix}3\\0\end{pmatrix}.$$

The eigenvalues of $D$ are $1$ and $3$, so it is positive definite. Its inverse is $\frac13\begin{pmatrix}2&-i\\i&2\end{pmatrix}$, which gives $t_0=(-2,-i)$ and $J(t_0)=-6$.

Neglecting the off-diagonal elements gives the trial amplitudes $t=(-\tfrac32,0)$, with $J(t)=-9+\tfrac92=-4.5$. The error formula predicts the gap: $t-t_0=(\tfrac12,i)$ and $D(t-t_0)=(0,\tfrac32i)$, whose inner product is $1.5$. The trial vector $x=(1,0)$ gives the bound $3^2/2=4.5\le6$.

Closer to convergence, $t=(-1.9,-i)$ gives $J(t)=-5.98$, while $\mathrm{Re}\langle t,v\rangle=-5.7$. An amplitude error of $0.1$ costs $0.02$ in the first estimate and $0.3$ in the second.

## The Lean source

```lean
import Mathlib

open Matrix
open scoped ComplexOrder

namespace HylleraasPT2

noncomputable section

variable {n : Type*} [Fintype n]

/-- The Hylleraas functional `J(t) = 2 Re⟨t, v⟩ + Re⟨t, D t⟩` of the amplitudes `t`, for the
excitation-energy matrix `D` and the coupling vector `v`. -/
def hylleraas (D : Matrix n n ℂ) (v t : n → ℂ) : ℝ :=
  2 * (star t ⬝ᵥ v).re + (star t ⬝ᵥ D *ᵥ t).re

/-- For a Hermitian matrix the real part of `⟨x, D y⟩` is symmetric in `x` and `y`. -/
theorem re_form_symm {D : Matrix n n ℂ} (hD : D.IsHermitian) (x y : n → ℂ) :
    (star x ⬝ᵥ D *ᵥ y).re = (star y ⬝ᵥ D *ᵥ x).re := by
  have h : star x ⬝ᵥ D *ᵥ y = star (star y ⬝ᵥ D *ᵥ x) := by
    rw [Matrix.star_dotProduct, Matrix.star_mulVec, hD.eq, ← Matrix.dotProduct_mulVec]
  exact (congrArg Complex.re h).trans (Complex.conj_re _)

/-- If `D` is Hermitian and `t₀` solves the first-order amplitude equation `D t₀ + v = 0`, the error
of the Hylleraas functional at any `t` is exactly quadratic in the amplitude error `t - t₀`. -/
theorem hylleraas_error {D : Matrix n n ℂ} (hD : D.IsHermitian) {v t₀ : n → ℂ}
    (h : D *ᵥ t₀ + v = 0) (t : n → ℂ) :
    hylleraas D v t - hylleraas D v t₀ = (star (t - t₀) ⬝ᵥ D *ᵥ (t - t₀)).re := by
  have hv : v = -(D *ᵥ t₀) := eq_neg_of_add_eq_zero_right h
  have hs := re_form_symm hD t t₀
  subst hv
  -- the terms linear in the error cancel by Hermitian symmetry
  simp only [hylleraas, star_sub, sub_dotProduct, Matrix.mulVec_sub, dotProduct_sub,
    dotProduct_neg, Complex.sub_re, Complex.neg_re]
  linarith

/-- Along a ray of rescaled amplitudes `s x`, with `s` real, the Hylleraas functional is a
quadratic polynomial in `s`. -/
theorem hylleraas_smul (D : Matrix n n ℂ) (v x : n → ℂ) (s : ℝ) :
    hylleraas D v ((s : ℂ) • x) =
      2 * s * (star x ⬝ᵥ v).re + s ^ 2 * (star x ⬝ᵥ D *ᵥ x).re := by
  have hs : star ((s : ℂ) • x) = (s : ℂ) • star x := by
    funext i
    simp
  simp only [hylleraas, hs, smul_dotProduct, Matrix.mulVec_smul, dotProduct_smul, smul_eq_mul,
    Complex.re_ofReal_mul]
  ring

/-- If `D` has a direction of negative curvature, the Hylleraas functional takes values below
any given energy `C`. -/
theorem hylleraas_unbounded_below (D : Matrix n n ℂ) (v x : n → ℂ)
    (hx : (star x ⬝ᵥ D *ᵥ x).re < 0) (C : ℝ) : ∃ t, hylleraas D v t < C := by
  set a := (star x ⬝ᵥ v).re with ha
  set b := (star x ⬝ᵥ D *ᵥ x).re with hb
  -- a scale `1 + q` large enough for the quadratic term to win
  obtain ⟨q, hq0, hq⟩ : ∃ q : ℝ, 0 ≤ q ∧ q * (-b) = 2 * |a| + |C| :=
    ⟨(2 * |a| + |C|) / (-b), div_nonneg (by positivity) (by linarith),
      div_mul_cancel₀ _ (by linarith : (0 : ℝ) < -b).ne'⟩
  refine ⟨((1 + q : ℝ) : ℂ) • x, ?_⟩
  rw [hylleraas_smul, ← ha, ← hb]
  have e : 2 * (1 + q) * a + (1 + q) ^ 2 * b
      = (1 + q) * (2 * a + b - (2 * |a| + |C|)) := by
    linear_combination (-(1 + q)) * hq
  have h1 : 2 * a + b - (2 * |a| + |C|) < -|C| := by linarith [le_abs_self a]
  have h2 : 0 ≤ -(2 * a + b - (2 * |a| + |C|)) := by linarith [abs_nonneg C]
  rw [e]
  nlinarith [mul_nonneg hq0 h2, neg_abs_le C]

variable [DecidableEq n]

/-- The first-order amplitudes `t₀ = -D⁻¹ v`. -/
def pt2Amplitudes (D : Matrix n n ℂ) (v : n → ℂ) : n → ℂ := -(D⁻¹ *ᵥ v)

/-- For positive definite `D` the first-order amplitudes solve `D t₀ + v = 0`. -/
theorem amplitude_equation {D : Matrix n n ℂ} (hD : D.PosDef) (v : n → ℂ) :
    D *ᵥ pt2Amplitudes D v + v = 0 := by
  have hdet : IsUnit D.det := isUnit_iff_ne_zero.2 hD.det_pos.ne'
  rw [pt2Amplitudes, Matrix.mulVec_neg, Matrix.mulVec_mulVec, Matrix.mul_nonsing_inv _ hdet,
    Matrix.one_mulVec, neg_add_cancel]

/-- Hylleraas variational principle: for positive definite `D` the functional has the value `-Re⟨v,
D⁻¹ v⟩` at `t₀ = -D⁻¹ v`, its error at any `t` is `Re⟨t - t₀, D (t - t₀)⟩`, and every other
amplitude vector gives a strictly higher value. -/
theorem hylleraas_principle {D : Matrix n n ℂ} (hD : D.PosDef) (v : n → ℂ) :
    hylleraas D v (pt2Amplitudes D v) = -(star v ⬝ᵥ D⁻¹ *ᵥ v).re ∧
    (∀ t, hylleraas D v t - hylleraas D v (pt2Amplitudes D v) =
      (star (t - pt2Amplitudes D v) ⬝ᵥ D *ᵥ (t - pt2Amplitudes D v)).re) ∧
    ∀ t, t ≠ pt2Amplitudes D v → hylleraas D v (pt2Amplitudes D v) < hylleraas D v t := by
  have h := amplitude_equation hD v
  have herr := hylleraas_error hD.isHermitian h
  refine ⟨?_, herr, fun t ht => ?_⟩
  · -- at the solution the quadratic term cancels half of the linear one
    have h1 : D *ᵥ pt2Amplitudes D v = -v := eq_neg_of_add_eq_zero_left h
    have h2 : (star (pt2Amplitudes D v) ⬝ᵥ v).re = (star v ⬝ᵥ pt2Amplitudes D v).re :=
      (congrArg Complex.re (Matrix.star_dotProduct _ _)).trans (Complex.conj_re _)
    have h3 : (star v ⬝ᵥ pt2Amplitudes D v).re = -(star v ⬝ᵥ D⁻¹ *ᵥ v).re := by
      rw [pt2Amplitudes, dotProduct_neg, Complex.neg_re]
    rw [hylleraas, h1, dotProduct_neg, Complex.neg_re]
    linarith
  · -- the curvature is strictly positive along a nonzero error
    have hpos := (Complex.lt_def.1 (hD.dotProduct_mulVec_pos (sub_ne_zero.2 ht))).1
    rw [Complex.zero_re] at hpos
    linarith [herr t]

/-- For positive definite `D`, any nonzero trial vector `x` bounds `Re⟨v, D⁻¹ v⟩` from below by
`(Re⟨x, v⟩)² / Re⟨x, D x⟩`. -/
theorem scaled_trial_bound {D : Matrix n n ℂ} (hD : D.PosDef) (v : n → ℂ) {x : n → ℂ}
    (hx : x ≠ 0) :
    (star x ⬝ᵥ v).re ^ 2 / (star x ⬝ᵥ D *ᵥ x).re ≤ (star v ⬝ᵥ D⁻¹ *ᵥ v).re := by
  obtain ⟨hval, -, hmin⟩ := hylleraas_principle hD v
  have hb := (Complex.lt_def.1 (hD.dotProduct_mulVec_pos hx)).1
  rw [Complex.zero_re] at hb
  have hle : ∀ t, hylleraas D v (pt2Amplitudes D v) ≤ hylleraas D v t := fun t => by
    rcases eq_or_ne t (pt2Amplitudes D v) with h | h
    · rw [h]
    · exact (hmin t h).le
  -- insert the optimal scale factor
  have hs := hle (((-(star x ⬝ᵥ v).re / (star x ⬝ᵥ D *ᵥ x).re : ℝ) : ℂ) • x)
  rw [hylleraas_smul, hval] at hs
  generalize (star x ⬝ᵥ v).re = a at *
  generalize (star x ⬝ᵥ D *ᵥ x).re = b at *
  have hb' : b ≠ 0 := hb.ne'
  have e : 2 * (-a / b) * a + (-a / b) ^ 2 * b = -(a ^ 2 / b) := by
    field_simp
    ring
  linarith

/-- For a diagonal `D` with nonzero gaps `Δ i`, the Hylleraas functional is the sum-over-states
expression `-∑ |v i|² / Δ i` plus a gap-weighted sum of squared amplitude errors. -/
theorem hylleraas_diagonal (Δ : n → ℝ) (hΔ : ∀ i, Δ i ≠ 0) (v t : n → ℂ) :
    hylleraas (Matrix.diagonal fun i => (Δ i : ℂ)) v t =
      -∑ i, ‖v i‖ ^ 2 / Δ i + ∑ i, Δ i * ‖t i + v i / (Δ i : ℂ)‖ ^ 2 := by
  simp only [hylleraas, dotProduct, Matrix.mulVec_diagonal, Complex.re_sum, Finset.mul_sum]
  rw [← Finset.sum_neg_distrib, ← Finset.sum_add_distrib, ← Finset.sum_add_distrib]
  refine Finset.sum_congr rfl fun i _ => ?_
  have h := hΔ i
  -- complete the square for each excitation separately
  simp only [Complex.sq_norm, Complex.normSq_apply, Pi.star_apply, Complex.star_def,
    Complex.mul_re, Complex.mul_im, Complex.conj_re, Complex.conj_im, Complex.add_re,
    Complex.add_im, Complex.div_ofReal_re, Complex.div_ofReal_im, Complex.ofReal_re,
    Complex.ofReal_im]
  field_simp
  ring

/-- For positive gaps `Δ i` the sum-over-states expression `-∑ |v i|² / Δ i` is the minimum of the
Hylleraas functional, attained at the amplitudes `-v i / Δ i`. -/
theorem sum_over_states_minimum (Δ : n → ℝ) (hΔ : ∀ i, 0 < Δ i) (v : n → ℂ) :
    hylleraas (Matrix.diagonal fun i => (Δ i : ℂ)) v (fun i => -v i / (Δ i : ℂ)) =
      -∑ i, ‖v i‖ ^ 2 / Δ i ∧
    ∀ t, -∑ i, ‖v i‖ ^ 2 / Δ i ≤ hylleraas (Matrix.diagonal fun i => (Δ i : ℂ)) v t := by
  have key := hylleraas_diagonal Δ (fun i => (hΔ i).ne') v
  refine ⟨?_, fun t => ?_⟩
  · rw [key]
    simp [neg_div]
  · rw [key]
    exact le_add_of_nonneg_right
      (Finset.sum_nonneg fun i _ => mul_nonneg (hΔ i).le (sq_nonneg _))

end

end HylleraasPT2
```

```lean
#print axioms HylleraasPT2.hylleraas_error
#print axioms HylleraasPT2.hylleraas_unbounded_below
#print axioms HylleraasPT2.scaled_trial_bound
#print axioms HylleraasPT2.sum_over_states_minimum
```

```
'HylleraasPT2.hylleraas_error' depends on axioms: [propext, Classical.choice, Quot.sound]
'HylleraasPT2.hylleraas_unbounded_below' depends on axioms: [propext, Classical.choice, Quot.sound]
'HylleraasPT2.scaled_trial_bound' depends on axioms: [propext, Classical.choice, Quot.sound]
'HylleraasPT2.sum_over_states_minimum' depends on axioms: [propext, Classical.choice, Quot.sound]
```

## How the Lean statements correspond to the physics

The type `n` labels the excitations, and amplitudes and couplings are functions `n → ℂ`. The expression `star t ⬝ᵥ v` is $\langle t,v\rangle$, conjugated in the first argument, and `D *ᵥ t` is the matrix-vector product. The definition `hylleraas` returns a real number, and `pt2Amplitudes` is $-D^{-1}v$.

The hypothesis `D.PosDef` contains two conditions: $D$ is Hermitian, and $\langle x,Dx\rangle>0$ for every nonzero $x$. In the order on complex numbers used here, a positive number has zero imaginary part, so the condition also makes the quadratic form real.

The main theorem, `hylleraas_principle`, has three parts: the value at $t_0$, the error formula for all $t$, and a strict inequality for every $t\neq t_0$. The last part gives both minimality and uniqueness.

The other theorems need different hypotheses:

- `hylleraas_error` needs only a Hermitian $D$ and a solution of the amplitude equation. Without positivity the error is still quadratic, but it may be negative.
- `scaled_trial_bound` needs a positive definite $D$ and a nonzero $x$. Because it contains $\mathrm{Re}\langle x,v\rangle$, its strength depends on the complex phase of $x$.
- `hylleraas_diagonal` allows gaps of either sign, provided that none is zero. `sum_over_states_minimum` requires them all to be positive.
- `hylleraas_unbounded_below` needs one vector with $\mathrm{Re}\langle x,Dx\rangle<0$, and does not ask for a Hermitian matrix.

## How the proof follows the derivation

The symmetry step is `re_form_symm`, which moves the conjugation through the product and uses $D^\dagger=D$. In `hylleraas_error`, `subst` replaces $v$ by $-Dt_0$, `simp only` expands the inner products, and `linarith` combines the terms with the symmetry identity.

The theorem `amplitude_equation` obtains invertibility from the positive determinant of a positive definite matrix, where the derivation above used the kernel. It then multiplies out $D(-D^{-1}v)+v=0$. With this solution, `hylleraas_principle` takes the error formula from `hylleraas_error`, evaluates $J(t_0)$ through $Dt_0=-v$, and applies positivity to the nonzero vector $t-t_0$ for the strict inequality.

The polynomial $2sa+s^2b$ is proved in `hylleraas_smul` and used twice. In `scaled_trial_bound` the scale is $s=-a/b$, and `field_simp` with `ring` reduces the value to $-a^2/b$. In `hylleraas_unbounded_below`, where $b<0$ and $C$ is the energy to be undercut, the scale is $s=1+q$ with $q(-b)=2|a|+|C|$. This gives

$$J(sx)=(1+q)\bigl(2a+b-2|a|-|C|\bigr)<-|C|\le C .$$

For diagonal matrices, `hylleraas_diagonal` reduces the equality of sums to one excitation at a time. It writes the complex numbers in real and imaginary parts, and `field_simp` and `ring` then complete the square. The minimum in `sum_over_states_minimum` follows because the added squares are nonnegative.

## What a code must still establish

The theorems concern exact linear algebra for a given finite $D$ and $v$. They do not derive these arrays from a Hamiltonian, nor do they identify $-\langle v,D^{-1}v\rangle$ with the second-order energy of a perturbation series. That identification, which gives the Hylleraas principle its usual meaning in quantum mechanics, enters through the choice of $D$ and $v$.

Positive definiteness is assumed, so a program has to secure it for its own matrix. Redundant amplitudes, for example from a linearly dependent set of excitations, can give $D$ a zero eigenvalue, and the main theorem then does not apply. The negative-curvature theorem does not settle that borderline case either.

The upper-bound property refers to the minimum of $J$ for the given matrix and couplings. It does not place $J(t)$ above the exact correlation energy. If integral approximations change $D$ or $v$, the minimum itself can move, and the error formula then measures only the distance to the new one. A truncation that merely confines the amplitudes to a subspace is different: the confined amplitudes are still a trial vector for the untruncated $J$, so their energy lies at or above the untruncated minimum, by the amount the error formula gives. Rounding error and the convergence rate of an iterative solver need separate analysis.
